# Cosine coefficients of \(|x|\) on \([-\pi,\pi]\), with upper and lower bounds of order \(1/M\) on their kinetic tail

The kinetic error of a truncated cosine expansion can be written as an integral of a squared slope error or as a sum over the omitted modes. The Lean file takes the sum as its definition. The coefficients, by contrast, are defined by their integral, so their closed form is a theorem:

\[
a_n=\frac1\pi\int_{-\pi}^{\pi}|x|\cos(nx)\,dx=\frac{2\big((-1)^n-1\big)}{\pi n^2}\qquad(n\ge1).
\]

For \(M\ge1\), the weight of the modes above \(2M\) satisfies

\[
\frac{8}{\pi^2(2M+1)}\;\le\;\sum_{n>2M}n^2a_n^2\;\le\;\frac{4}{\pi^2M}.
\]

The sum is a kinetic quantity because differentiating \(a_n\cos(nx)\) brings down a factor \(n\). By Parseval's identity, a step taken here in prose and not in the file, it equals \(1/\pi\) times the integral over the cell of the squared slope error.

## Kinetic energy lost at a plane-wave cutoff

In one dimension, a delta-function potential gives a one-particle energy eigenfunction a jump in slope, provided the eigenfunction is non-zero there. The function \(|x|\) has a jump in slope at the origin but vanishes there, so it models only the kink and is not such an eigenfunction. Adding a constant to it would change neither its slope nor the tail. A plane-wave code cuts off the expansion of such a function at some largest wave number. For the fixed function \(|x|\), the bounds say how much kinetic energy that discards.

All modes together have weight 2, so the discarded fraction of the kinetic energy is half the tail, whatever the normalisation of the function. At \(M=10\), with modes up to \(n=20\) kept, it lies between about 1.93% and 2.03%. To bring the tail below a tolerance \(\varepsilon\), it is enough to take \(M\ge 4/(\pi^2\varepsilon)\). Since the cutoff energy grows as \(M^2\), quadrupling it only about halves the error.

In a test, the tail can be computed without an infinite sum, as 2 minus the accumulated weights \(n^2a_n^2\) for \(n\le2M\), and compared with both bounds. Coefficients from a discrete transform contain aliasing, so the grid should be much finer than the shortest wavelength tested.

## Integration by parts, then two telescoping series

**Coefficients.** The integrand is even, so \(a_n=\frac2\pi\int_0^\pi x\cos(nx)\,dx\). For \(n\ge1\), integration by parts gives the antiderivative

\[
F(x)=\frac{x\sin(nx)}{n}+\frac{\cos(nx)}{n^2},\qquad
F'(x)=\frac{\sin(nx)}{n}+x\cos(nx)-\frac{\sin(nx)}{n}=x\cos(nx).
\]

Since \(\sin(n\pi)=0\) and \(\cos(n\pi)=(-1)^n\), we have \(F(\pi)-F(0)=((-1)^n-1)/n^2\). Multiplying by \(2/\pi\) gives the formula.

**Weights.** For even \(n\ge2\) the coefficient vanishes, and for \(n=0\) the factor \(n^2\) does. For odd \(n\), \(a_n=-4/(\pi n^2)\), hence \(n^2a_n^2=16/(\pi^2n^2)\).

**Total.** The sum of \(1/n^2\) over \(n\ge1\) is \(\pi^2/6\). Its even terms contribute a quarter of that, \(\pi^2/24\), which leaves \(\pi^2/8\) for the odd ones. The total weight is therefore \((16/\pi^2)(\pi^2/8)=2\).

**Tail.** The odd modes above \(2M\) are \(n=2j+2M+1\) with \(j=0,1,2,\dots\). Put \(y=j+M\) and \(x=y+\tfrac12\), so that \(n=2x\) and the weight is \(4/(\pi^2x^2)\). Then

\[
\frac1x-\frac1{x+1}=\frac1{x(x+1)}\le\frac1{x^2}\le\frac1{y(y+1)}=\frac1y-\frac1{y+1},
\]

where the second inequality holds because \(x^2=y(y+1)+\tfrac14\). Summed over \(j\), the left side telescopes to \(1/(M+\tfrac12)\) and the right side to \(1/M\). Multiplication by \(4/\pi^2\) gives the two bounds.

**A single kink.** The same argument handles \((\pi-|x|)^2\), whose periodic continuation has a kink only at the origin (and its copies). Its coefficients are \(4/n^2\) for every \(n\ge1\), so each mode has weight \(16/n^2\). From

\[
\frac1n-\frac1{n+1}\le\frac1{n^2}\le\frac1{n-\frac12}-\frac1{n+\frac12}
\]

it follows that the weight above any cutoff \(N\ge0\) lies between \(16/(N+1)\) and \(32/(2N+1)\).

## The Lean file

```lean
import Mathlib

open Real Filter Topology

namespace CuspCosineConvergence

noncomputable section

/-- The cosine coefficient `a_n` of the cusp `|x|` on the cell `[-π, π]`. -/
def cuspCoeff (n : ℕ) : ℝ := (1 / π) * ∫ x in (-π)..π, |x| * cos (n * x)

/-- The kinetic weight `n² a_n²` of mode `n`. -/
def kineticTerm (n : ℕ) : ℝ := (n : ℝ) ^ 2 * cuspCoeff n ^ 2

/-- The kinetic weight of all modes `n > N`. -/
def kineticTail (N : ℕ) : ℝ := ∑' k : ℕ, kineticTerm (k + (N + 1))

/-- For `n ≥ 1` the cosine coefficients of the cusp are `2((-1)^n - 1)/(π n²)`. -/
theorem cuspCoeff_eq {n : ℕ} (hn : n ≠ 0) :
    cuspCoeff n = 2 * ((-1) ^ n - 1) / (π * (n : ℝ) ^ 2) := by
  have hc : (n : ℝ) * (n : ℝ)⁻¹ = 1 := mul_inv_cancel₀ (Nat.cast_ne_zero.2 hn)
  have hf : Continuous fun x : ℝ => |x| * cos (n * x) := by fun_prop
  -- both halves of the cell contribute equally
  have h1 : ∫ x in (-π)..0, |x| * cos (n * x) = ∫ x in (0 : ℝ)..π, |x| * cos (n * x) := by
    have h := intervalIntegral.integral_comp_neg (a := 0) (b := π)
      (fun x : ℝ => |x| * cos (n * x))
    simp only [abs_neg, mul_neg, cos_neg, neg_zero] at h
    exact h.symm
  have h2 := intervalIntegral.integral_add_adjacent_intervals
    (hf.intervalIntegrable (μ := MeasureTheory.volume) (-π) 0) (hf.intervalIntegrable 0 π)
  have h3 : ∫ x in (0 : ℝ)..π, |x| * cos (n * x) = ∫ x in (0 : ℝ)..π, x * cos (n * x) := by
    refine intervalIntegral.integral_congr fun x hx => ?_
    rw [Set.uIcc_of_le pi_pos.le] at hx
    simp only [abs_of_nonneg hx.1]
  -- integration by parts, written as an explicit antiderivative
  have hl : ∀ x : ℝ, HasDerivAt (fun y : ℝ => (n : ℝ) * y) n x := fun x => by
    simpa using (hasDerivAt_id' x).const_mul (n : ℝ)
  have hd : ∀ x : ℝ, HasDerivAt (fun y : ℝ => y * sin (n * y) / n + cos (n * y) / (n : ℝ) ^ 2)
      (x * cos (n * x)) x := fun x =>
    ((((hasDerivAt_id' x).fun_mul (hl x).sin).div_const (n : ℝ)).fun_add
      ((hl x).cos.div_const ((n : ℝ) ^ 2))).congr_deriv (by
        linear_combination (x * cos (n * x) - sin (n * x) * (n : ℝ)⁻¹) * hc)
  have h4 := intervalIntegral.integral_eq_sub_of_hasDerivAt (a := 0) (b := π)
    (fun x _ => hd x) (Continuous.intervalIntegrable (by fun_prop) _ _)
  simp only [sin_nat_mul_pi, cos_nat_mul_pi, mul_zero, zero_div, cos_zero, sin_zero,
    zero_add] at h4
  rw [cuspCoeff, ← h2, h1, h3, h4]
  ring

/-- Even modes carry no kinetic weight; an odd mode `n` carries `16/(π² n²)`. -/
theorem kineticTerm_parity (k : ℕ) : kineticTerm (2 * k) = 0 ∧
    kineticTerm (2 * k + 1) = 16 / (π ^ 2 * ((2 * k + 1 : ℕ) : ℝ) ^ 2) := by
  constructor
  · rcases Nat.eq_zero_or_pos k with rfl | hk
    · simp [kineticTerm]
    · rw [kineticTerm, cuspCoeff_eq (by omega), pow_mul]
      norm_num
  · have h : (-1 : ℝ) ^ (2 * k + 1) = -1 := by rw [pow_succ, pow_mul]; norm_num
    have hk : ((2 * k + 1 : ℕ) : ℝ) ≠ 0 := Nat.cast_ne_zero.2 (by omega)
    rw [kineticTerm, cuspCoeff_eq (by omega), h]
    field_simp
    norm_num

/-- The kinetic weights of all modes add up to `2`. -/
theorem hasSum_kineticTerm : HasSum kineticTerm 2 := by
  have hz := hasSum_zeta_two
  have he : HasSum (fun k : ℕ => 1 / ((2 * k : ℕ) : ℝ) ^ 2) (π ^ 2 / 24) := by
    have e : (fun k : ℕ => 1 / ((2 * k : ℕ) : ℝ) ^ 2) =
        fun k : ℕ => 1 / 4 * (1 / (k : ℝ) ^ 2) := by
      funext k; push_cast; ring
    rw [e, show π ^ 2 / 24 = 1 / 4 * (π ^ 2 / 6) by ring]
    exact hz.mul_left _
  have ho : Summable (fun k : ℕ => 1 / ((2 * k + 1 : ℕ) : ℝ) ^ 2) :=
    hz.summable.comp_injective (i := fun k : ℕ => 2 * k + 1)
      (fun a b h => by dsimp only at h; omega)
  -- the odd part of the Basel sum is π²/8
  have hs := (HasSum.even_add_odd (f := fun n : ℕ => 1 / (n : ℝ) ^ 2) he ho.hasSum).unique hz
  have hv : 16 / π ^ 2 * ∑' k : ℕ, 1 / ((2 * k + 1 : ℕ) : ℝ) ^ 2 = 2 := by
    rw [eq_sub_of_add_eq' hs, show π ^ 2 / 6 - π ^ 2 / 24 = π ^ 2 / 8 by ring]
    field_simp
    norm_num
  have h1 : HasSum (fun k => kineticTerm (2 * k + 1))
      (16 / π ^ 2 * ∑' k : ℕ, 1 / ((2 * k + 1 : ℕ) : ℝ) ^ 2) := by
    have e : (fun k => kineticTerm (2 * k + 1)) =
        fun k : ℕ => 16 / π ^ 2 * (1 / ((2 * k + 1 : ℕ) : ℝ) ^ 2) := by
      funext k
      rw [(kineticTerm_parity k).2, div_mul_div_comm, mul_one]
    rw [e]
    exact ho.hasSum.mul_left _
  rw [hv] at h1
  have h0 : HasSum (fun k => kineticTerm (2 * k)) 0 := by
    simp only [fun k => (kineticTerm_parity k).1]
    exact hasSum_zero
  simpa using HasSum.even_add_odd h0 h1

/-- For `b > 0` the differences `1/(j+b) - 1/(j+1+b)` sum to `1/b`. -/
theorem hasSum_telescope {b : ℝ} (hb : 0 < b) :
    HasSum (fun j : ℕ => 1 / ((j : ℝ) + b) - 1 / ((j : ℝ) + 1 + b)) (1 / b) := by
  have hs : ∀ n : ℕ, ∑ j ∈ Finset.range n, (1 / ((j : ℝ) + b) - 1 / ((j : ℝ) + 1 + b)) =
      1 / b - 1 / ((n : ℝ) + b) := fun n => by
    induction n with
    | zero => simp
    | succ n ih => rw [Finset.sum_range_succ, ih]; push_cast; ring
  rw [hasSum_iff_tendsto_nat_of_nonneg (fun j => sub_nonneg.2
    (one_div_le_one_div_of_le (by positivity) (by linarith)))]
  simp only [hs]
  have h0 : Tendsto (fun n : ℕ => 1 / ((n : ℝ) + b)) atTop (𝓝 0) := by
    simp only [one_div]
    exact tendsto_inv_atTop_zero.comp
      (tendsto_atTop_add_const_right _ b tendsto_natCast_atTop_atTop)
  simpa using h0.const_sub (1 / b)

/-- For `M ≥ 1` the kinetic weight of the modes `n > 2M` lies between `8/(π²(2M+1))` and
`4/(π² M)`. -/
theorem kineticTail_bounds {M : ℕ} (hM : 1 ≤ M) :
    8 / (π ^ 2 * (2 * M + 1)) ≤ kineticTail (2 * M) ∧
      kineticTail (2 * M) ≤ 4 / (π ^ 2 * M) := by
  have hM' : (0 : ℝ) < M := by exact_mod_cast hM
  have ho : Summable (fun j => kineticTerm (2 * j + (2 * M + 1))) :=
    hasSum_kineticTerm.summable.comp_injective (i := fun j : ℕ => 2 * j + (2 * M + 1))
      (fun a b h => by dsimp only at h; omega)
  have h0 : HasSum (fun j => kineticTerm (2 * j + 1 + (2 * M + 1))) 0 := by
    have e : ∀ j, kineticTerm (2 * j + 1 + (2 * M + 1)) = 0 := fun j => by
      rw [show 2 * j + 1 + (2 * M + 1) = 2 * (j + M + 1) by ring]
      exact (kineticTerm_parity _).1
    simp only [e]
    exact hasSum_zero
  -- only the odd modes contribute to the tail
  have ht : kineticTail (2 * M) = ∑' j, kineticTerm (2 * j + (2 * M + 1)) := by
    have h := (HasSum.even_add_odd (f := fun k => kineticTerm (k + (2 * M + 1)))
      ho.hasSum h0).tsum_eq
    rwa [add_zero] at h
  have hk : ∀ j : ℕ, kineticTerm (2 * j + (2 * M + 1)) =
      4 / π ^ 2 * (1 / ((j : ℝ) + M + 1 / 2) ^ 2) := fun j => by
    have key : ∀ s : ℝ, 16 / (π ^ 2 * (2 * s) ^ 2) = 4 / π ^ 2 * (1 / s ^ 2) := fun s => by ring
    rw [show 2 * j + (2 * M + 1) = 2 * (j + M) + 1 by ring, (kineticTerm_parity _).2, ← key]
    congr 3
    push_cast
    ring
  rw [ht]
  constructor
  -- each odd term exceeds a telescoping difference
  · have hl := (hasSum_telescope (b := (M : ℝ) + 1 / 2) (by positivity)).mul_left (4 / π ^ 2)
    have h := hasSum_le (fun j => ?_) hl ho.hasSum
    · refine le_of_eq_of_le ?_ h
      rw [div_mul_div_comm, div_eq_div_iff (by positivity) (by positivity)]
      ring
    · rw [hk]
      refine mul_le_mul_of_nonneg_left ?_ (by positivity)
      have hx : (0 : ℝ) < (j : ℝ) + M + 1 / 2 := by positivity
      rw [show (j : ℝ) + (M + 1 / 2) = j + M + 1 / 2 by ring,
        show (j : ℝ) + 1 + (M + 1 / 2) = j + M + 1 / 2 + 1 by ring]
      generalize (j : ℝ) + M + 1 / 2 = x at hx
      rw [div_sub_div _ _ hx.ne' (by positivity), div_le_div_iff₀ (by positivity) (by positivity)]
      nlinarith
  -- and stays below the one shifted by half a step
  · have hu := (hasSum_telescope hM').mul_left (4 / π ^ 2)
    have h := hasSum_le (fun j => ?_) ho.hasSum hu
    · refine le_of_le_of_eq h ?_
      rw [div_mul_div_comm, mul_one]
    · rw [hk]
      refine mul_le_mul_of_nonneg_left ?_ (by positivity)
      have hy : (0 : ℝ) < (j : ℝ) + M := by positivity
      rw [show (j : ℝ) + 1 + M = j + M + 1 by ring]
      generalize (j : ℝ) + M = y at hy
      rw [div_sub_div _ _ hy.ne' (by positivity), div_le_div_iff₀ (by positivity) (by positivity)]
      nlinarith

end

end CuspCosineConvergence
```

```lean
#print axioms CuspCosineConvergence.kineticTail_bounds
-- 'CuspCosineConvergence.kineticTail_bounds' depends on axioms: [propext, Classical.choice, Quot.sound]
```

## Coefficients, weights and tail as Lean objects

`cuspCoeff n` is the integral over the cell with prefactor \(1/\pi\). In this convention the constant term of the expansion is \(a_0/2\). The mode number `n` is a natural number, converted to a real number inside the cosine. `kineticTerm n` is \(n^2a_n^2\), without the factor \(\hbar^2/2m\) or a normalisation of the wave function.

`kineticTail N` sums `kineticTerm (k + (N + 1))` over all natural `k`, so its first mode is \(N+1\). Lean assigns the value 0 to an infinite sum that does not converge, so the bounds rely on the convergence supplied by `hasSum_kineticTerm`.

`cuspCoeff_eq` assumes `n ≠ 0`, because its right-hand side divides by \(n^2\). `kineticTail_bounds` assumes `1 ≤ M` and states both inequalities for `kineticTail (2 * M)`. Only the upper bound needs that hypothesis; the argument for the lower one also works at \(M=0\).

## How Lean carries out the calculation

In `cuspCoeff_eq`, `h1` reflects the left half of the cell onto the right, `h2` joins the two halves, and `h3` replaces \(|x|\) by \(x\). The step `hd` differentiates \(F\); its `linear_combination` uses \(n\cdot n^{-1}=1\) to cancel the sine terms. The fundamental theorem of calculus then gives `h4`.

`kineticTerm_parity` computes the even and odd weights. `hasSum_kineticTerm` starts from Mathlib's value for the sum of \(1/n^2\), subtracts the even part `he`, and recombines the parities with `HasSum.even_add_odd`.

`hasSum_telescope` finds the partial sums by induction and lets the remaining term \(1/(n+b)\) tend to zero. It is applied with \(b=M+\tfrac12\) for the lower bound and \(b=M\) for the upper.

In `kineticTail_bounds`, `ht` removes the even modes and `hk` rewrites each odd weight as \(4/(\pi^2x^2)\). `hasSum_le` turns the comparison of terms into a comparison of sums. Each comparison is a rational inequality, which `nlinarith` closes once the denominators are cleared.

## A fixed function with two kinks per cell

The bounds hold for every \(M\ge1\), with explicit constants. They differ by \(4/(\pi^2M(2M+1))\), so they fix the leading behaviour of the tail as \(4/(\pi^2M)\) and show that the correction is at most of order \(1/M^2\).

They concern \(|x|\) on a cell of length \(2\pi\). Its periodic continuation has a second kink at the cell boundary, equally strong and of opposite sign, and the tail includes both. A wave function with other kinks, or with further structure, needs its own constants.

The coefficients are those of a given function. A variational calculation readjusts its coefficients at each cutoff, and its total energy also contains a potential part, so the bounds are not error bars for such an energy. Nor do they give the convergence exponents of a partial-wave expansion at the electron–electron cusp in three dimensions. Rounding and quadrature errors in a program have to be estimated separately.
